# The energy interpolated linearly between integer particle numbers has a derivative at an integer N ≥ 1 exactly when I = A

## One site with zero, one or two electrons

Take a single lattice site with orbital energy $\varepsilon$ and on-site repulsion $U$. Its ground-state energies with zero, one and two electrons are

$$E_0 = 0,\qquad E_1 = \varepsilon,\qquad E_2 = 2\varepsilon + U .$$

Join these three values by straight lines. Between zero and one electron the slope is $E_1 - E_0 = \varepsilon$, and between one and two it is $E_2 - E_1 = \varepsilon + U$. The two lines meet at one electron, and the slope jumps there by $U$. The ionization energy of the one-electron site is $I = E_0 - E_1 = -\varepsilon$ and its electron affinity is $A = E_1 - E_2 = -\varepsilon - U$. The slopes are therefore $-I$ on the left and $-A$ on the right, the jump is $I - A = U$, and the energy has a derivative at one electron only if $U = 0$.

The same argument works at every integer $N \ge 1$ and for any real sequence of energies $E_k$. The Lean development starts from Mathlib.

```lean
import Mathlib

open Finset

namespace FractionalParticleNumber

noncomputable section
```

## The interpolated energy, I and A

For a real particle number $x \ge 0$ let $n = \lfloor x \rfloor$ be its integer part. The interpolated energy is

$$\mathcal E(x) = E_n + (x - n)\,(E_{n+1} - E_n).$$

```lean
/-- The energy at real particle number `x ≥ 0`: the linear interpolation of the integer
energies `E k` between the two integers adjacent to `x`. -/
def energy (E : ℕ → ℝ) (x : ℝ) : ℝ :=
  E ⌊x⌋₊ + (x - (⌊x⌋₊ : ℝ)) * (E (⌊x⌋₊ + 1) - E ⌊x⌋₊)
```

The sequence is `E : ℕ → ℝ`, and `energy E x` is $\mathcal E(x)$. No Hamiltonian appears: that $E_k$ is the ground-state energy with $k$ electrons is an interpretation, and linearity between integers is part of the definition. A finite lattice supplies only finitely many energies, so the sequence has to be continued arbitrarily beyond the largest possible particle number, and a result has physical content only where the energies that enter it do.

The ionization energy is the cost of removing one particle, $I = E_{N-1} - E_N$.

```lean
/-- The ionization energy `I = E (N - 1) - E N` of the system with `N ≥ 1` particles. -/
def ionization (E : ℕ → ℝ) (N : ℕ) : ℝ := E (N - 1) - E N
```

The electron affinity is the energy released on adding one, $A = E_N - E_{N+1}$.

```lean
/-- The electron affinity `A = E N - E (N + 1)` of the system with `N` particles. -/
def affinity (E : ℕ → ℝ) (N : ℕ) : ℝ := E N - E (N + 1)
```

The theorems that involve $I$ require $N \ge 1$. In Lean the natural number `0 - 1` is `0`, so `ionization E 0` is zero and has no physical meaning.

## One straight line on each closed segment

For $n \le x < n+1$ the integer part of $x$ is $n$, and the formula is the definition. At $x = n+1$ the integer part is already $n+1$, so the definition gives $E_{n+1} + 0$. The line from the left gives the same value there:

$$E_n + 1\cdot(E_{n+1} - E_n) = E_{n+1}.$$

Hence $\mathcal E(x) = E_n + (x-n)(E_{n+1}-E_n)$ on all of $[n, n+1]$.

```lean
/-- Between `n` and `n + 1` particles, both ends included, the energy is a straight line. -/
theorem energy_segment (E : ℕ → ℝ) (n : ℕ) (x : ℝ) (h1 : (n : ℝ) ≤ x)
    (h2 : x ≤ (n : ℝ) + 1) : energy E x = E n + (x - n) * (E (n + 1) - E n) := by
  have hx : 0 ≤ x := le_trans (Nat.cast_nonneg n) h1
  rcases h2.lt_or_eq with h | h
  · have hf : ⌊x⌋₊ = n := (Nat.floor_eq_iff hx).2 ⟨h1, h⟩
    unfold energy
    rw [hf]
  · -- at the right end the integer part has already jumped
    have hf : ⌊x⌋₊ = n + 1 :=
      (Nat.floor_eq_iff hx).2 ⟨by push_cast; linarith, by push_cast; linarith⟩
    unfold energy
    rw [hf, h]
    push_cast
    ring
```

The proof splits on whether $x$ is below $n+1$ or equal to it, determines the integer part in each case, and leaves the second case to `ring`. The left derivative depends on that right end, because it compares $\mathcal E(N)$ with values on the segment below $N$.

## The two one-sided derivatives

A line $f(y) = a + (y-b)c$ has difference quotient

$$\frac{f(y) - f(x)}{y - x} = \frac{(y-x)\,c}{y-x} = c \qquad (y \neq x),$$

so its derivative is $c$ at every point.

```lean
/-- A straight line of slope `c` has derivative `c` everywhere. -/
theorem hasDerivAt_line (a b c x : ℝ) : HasDerivAt (fun y : ℝ => a + (y - b) * c) c x := by
  have h := (((hasDerivAt_id' x).sub_const b).mul_const c).const_add a
  exact h.congr_deriv (one_mul c)
```

To the right of $N$, for $0 < h \le 1$, the segment formula with $n = N$ gives

$$\frac{\mathcal E(N+h) - \mathcal E(N)}{h} = \frac{h\,(E_{N+1}-E_N)}{h} = E_{N+1} - E_N = -A .$$

The quotient is constant in $h$, so the right derivative is $-A$.

```lean
/-- The right derivative of the energy at `N` particles is `-A`. -/
theorem right_derivative (E : ℕ → ℝ) (N : ℕ) :
    HasDerivWithinAt (energy E) (-affinity E N) (Set.Ici (N : ℝ)) (N : ℝ) := by
  have hl := (hasDerivAt_line (E N) N (E (N + 1) - E N) N).hasDerivWithinAt
    (s := Set.Ici (N : ℝ))
  have hs : -affinity E N = E (N + 1) - E N := by unfold affinity; ring
  rw [hs]
  refine hl.congr_of_eventuallyEq ?_ (energy_segment E N N le_rfl (by linarith))
  filter_upwards [self_mem_nhdsWithin, mem_nhdsWithin_of_mem_nhds
    (Iio_mem_nhds (show (N : ℝ) < (N : ℝ) + 1 by linarith))] with x hx hx'
  exact energy_segment E N x (Set.mem_Ici.1 hx) (Set.mem_Iio.1 hx').le
```

`HasDerivWithinAt` on `Set.Ici (N : ℝ)` means the derivative at $N$ when only points $x \ge N$ are compared, which is the right derivative. The proof takes the derivative of the line and transfers it to the energy with `congr_of_eventuallyEq`. This needs the two functions to agree at $N$ and at all nearby points of the half-line; `filter_upwards` restricts attention to $N \le x < N+1$, where the segment formula applies.

To the left, put $n = N-1$. The segment formula gives $\mathcal E(N-h) = E_n + (1-h)(E_{n+1} - E_n) = E_N - h\,(E_N - E_{N-1})$ for $0 < h \le 1$, and so

$$\frac{\mathcal E(N-h) - \mathcal E(N)}{-h} = E_N - E_{N-1} = -I .$$

```lean
/-- The left derivative of the energy at `N ≥ 1` particles is `-I`. -/
theorem left_derivative (E : ℕ → ℝ) (N : ℕ) (hN : 1 ≤ N) :
    HasDerivWithinAt (energy E) (-ionization E N) (Set.Iic (N : ℝ)) (N : ℝ) := by
  obtain ⟨n, rfl⟩ : ∃ n, N = n + 1 := ⟨N - 1, by omega⟩
  have hc : ((n + 1 : ℕ) : ℝ) = (n : ℝ) + 1 := by push_cast; ring
  have hs : -ionization E (n + 1) = E (n + 1) - E n := by
    simp only [ionization, Nat.add_sub_cancel]
    ring
  rw [hs, hc]
  have hl := (hasDerivAt_line (E n) n (E (n + 1) - E n) ((n : ℝ) + 1)).hasDerivWithinAt
    (s := Set.Iic ((n : ℝ) + 1))
  refine hl.congr_of_eventuallyEq ?_ (energy_segment E n _ (by linarith) le_rfl)
  filter_upwards [self_mem_nhdsWithin, mem_nhdsWithin_of_mem_nhds
    (Ioi_mem_nhds (show (n : ℝ) < (n : ℝ) + 1 by linarith))] with x hx hx'
  exact energy_segment E n x (Set.mem_Ioi.1 hx').le (Set.mem_Iic.1 hx)
```

The proof first writes $N$ as `n + 1`, which removes the subtraction of natural numbers, and then repeats the argument on `Set.Iic`, the half-line $x \le N$.

## Differentiability at an integer

Suppose $\mathcal E$ has a derivative $d$ at $N$. The difference quotients then tend to $d$ from both sides, so $d = -I$ and $d = -A$, and therefore $I = A$. Conversely, if $I = A$, the quotients from the left and from the right have the same limit, and that limit is the derivative.

```lean
/-- The energy is differentiable in the particle number at an integer `N ≥ 1` if and only if
the ionization energy equals the electron affinity. -/
theorem differentiableAt_iff (E : ℕ → ℝ) (N : ℕ) (hN : 1 ≤ N) :
    DifferentiableAt ℝ (energy E) (N : ℝ) ↔ ionization E N = affinity E N := by
  have hL := left_derivative E N hN
  have hR := right_derivative E N
  constructor
  · intro h
    -- a two-sided derivative must agree with each one-sided derivative
    have e1 := (uniqueDiffOn_Iic (N : ℝ) _ (Set.mem_Iic.2 le_rfl)).eq_deriv _ hL
      h.hasDerivAt.hasDerivWithinAt
    have e2 := (uniqueDiffOn_Ici (N : ℝ) _ (Set.mem_Ici.2 le_rfl)).eq_deriv _ hR
      h.hasDerivAt.hasDerivWithinAt
    linarith
  · intro h
    -- equal one-sided derivatives glue to a derivative
    rw [h] at hL
    have hU := hL.union hR
    rw [Set.Iic_union_Ici, hasDerivWithinAt_univ] at hU
    exact hU.differentiableAt
```

In the first direction, `eq_deriv` states that a derivative within a half-line is unique; it is applied once on each side, and `linarith` combines the two equations. In the second, `union` joins the two one-sided derivatives, and the union of the half-lines is the whole real line.

The jump of the slope is $I - A = E_{N+1} + E_{N-1} - 2E_N$, the fundamental gap. In electronic structure theory this ties a non-zero gap to a kink in the total energy as a function of particle number, for an energy taken to be linear between integers. The phrase "derivative discontinuity" often refers to something narrower, the jump of the exchange-correlation potential in Kohn–Sham theory. The theorem concerns the total energy and does not divide the gap into a Kohn–Sham part and an exchange-correlation part.

## A central difference does not see the kink

A numerical check of the slope at $N$ can mislead. For $0 < h \le 1$ the two one-sided formulas read $\mathcal E(N+h) = E_N - hA$ and $\mathcal E(N-h) = E_N + hI$, so

$$\frac{\mathcal E(N+h) - \mathcal E(N-h)}{2h} = \frac{-hA - hI}{2h} = -\frac{I + A}{2}.$$

The result does not depend on $h$. Someone who reduces the step and sees a perfectly converged value may take it for the derivative, although for $I \ne A$ there is none. For the single site the quotient is $\varepsilon + U/2$, the mean of the two slopes. Comparing a forward with a backward difference reveals the jump.

```lean
/-- The symmetric difference quotient of the energy at `N ≥ 1`, with any step `0 < h ≤ 1`,
equals `-(I + A) / 2`. -/
theorem symmetric_quotient (E : ℕ → ℝ) (N : ℕ) (hN : 1 ≤ N) (h : ℝ) (h0 : 0 < h)
    (h1 : h ≤ 1) : (energy E (N + h) - energy E (N - h)) / (2 * h) =
      -(ionization E N + affinity E N) / 2 := by
  obtain ⟨n, rfl⟩ : ∃ n, N = n + 1 := ⟨N - 1, by omega⟩
  rw [energy_segment E (n + 1) _ (by linarith) (by linarith),
    energy_segment E n _ (by push_cast; linarith) (by push_cast; linarith)]
  simp only [ionization, affinity, Nat.add_sub_cancel]
  rw [div_eq_iff (by positivity)]
  push_cast
  ring
```

The segment formula is used once above $N$ and once below it; after multiplication by $2h$, `ring` finishes the calculation.

## Linear interpolation as the best statistical mixture

The straight lines were put in by definition. They can be recovered from a minimisation if the energies are convex, that is, if $A \le I$ at every $N \ge 1$. Write $s_j = E_{j+1} - E_j$ for the cost of adding a particle to $j$ particles. The condition $A \le I$ at $N$ says $s_{N-1} \le s_N$: each added particle costs at least as much as the one before. This is a hypothesis about the system and is not derived here. The single site satisfies it at $N = 1$ when $U \ge 0$ and violates it when $U < 0$.

Under this condition the line through $E_n$ and $E_{n+1}$ lies nowhere above the sequence. For $k \ge n$,

$$E_k - E_n = \sum_{j=n}^{k-1} s_j \ \ge\ (k-n)\,s_n ,$$

because every $s_j$ in the sum is at least $s_n$. For $k \le n$,

$$E_n - E_k = \sum_{j=k}^{n-1} s_j \ \le\ (n-k)\,s_n ,$$

because every $s_j$ in the sum is at most $s_n$. Both cases give $E_k \ge E_n + (k-n)\,s_n$.

```lean
/-- If `A ≤ I` at every `N ≥ 1`, the line through the energies at `n` and `n + 1` particles
lies nowhere above the integer energies. -/
theorem supporting_line (E : ℕ → ℝ) (hE : ∀ N, 1 ≤ N → affinity E N ≤ ionization E N)
    (n k : ℕ) : E n + ((k : ℝ) - n) * (E (n + 1) - E n) ≤ E k := by
  have hd : Monotone (fun j : ℕ => E (j + 1) - E j) := by
    refine monotone_nat_of_le_succ fun j => ?_
    have h := hE (j + 1) (by omega)
    simp only [affinity, ionization, Nat.add_sub_cancel] at h
    linarith
  -- walk upwards from `n`, and downwards from `n`
  have up : ∀ j : ℕ, E n + (((n + j : ℕ) : ℝ) - n) * (E (n + 1) - E n) ≤ E (n + j) := by
    intro j
    induction j with
    | zero => simp
    | succ j ih =>
      have h : E (n + 1) - E n ≤ E (n + j + 1) - E (n + j) := hd (Nat.le_add_right n j)
      rw [← Nat.add_assoc]
      push_cast at ih ⊢
      nlinarith
  have down : ∀ j i : ℕ, i + j = n → E n + ((i : ℝ) - n) * (E (n + 1) - E n) ≤ E i := by
    intro j
    induction j with
    | zero =>
      intro i hi
      have hi' : i = n := by omega
      rw [hi']
      simp
    | succ j ih =>
      intro i hi
      have h : E (i + 1) - E i ≤ E (n + 1) - E n := hd (by omega : i ≤ n)
      have h' := ih (i + 1) (by omega)
      push_cast at h'
      nlinarith
  rcases le_total n k with h | h
  · have h' := up (k - n)
    rwa [Nat.add_sub_cancel' h] at h'
  · exact down (n - k) k (by omega)
```

Here `hd` is the monotonicity of $s_j$. Instead of writing out the sums, the proof adds one term at a time: `up` is an induction on the distance above $n$, and `down` is an induction on the distance below.

Now consider a mixture that contains $k$ particles with probability $p_k$, for $k = 0, \dots, M$, and has mean particle number $x$, where $0 \le x < M$. If each $k$-particle component is in its ground state, with energy $E_k$, the average energy is $\sum_k p_k E_k$; excited components can only raise it. With $n = \lfloor x \rfloor$, averaging the supporting line gives

$$\sum_{k=0}^{M} p_k E_k \ \ge\ \sum_{k=0}^{M} p_k\bigl(E_n + (k-n)s_n\bigr) = E_n + (x-n)\,s_n = \mathcal E(x),$$

since $\sum_k p_k = 1$ and $\sum_k p_k k = x$. The bound is attained by $p_n = 1-(x-n)$ and $p_{n+1} = x-n$, with all other weights zero. These weights are non-negative and add up to 1, their mean is $n + (x-n) = x$, and their average energy is

$$(1-(x-n))\,E_n + (x-n)\,E_{n+1} = \mathcal E(x).$$

```lean
/-- If `A ≤ I` at every `N ≥ 1`, the interpolated energy at `0 ≤ x < M` is the least average
energy among statistical mixtures of `0, …, M` particles with mean particle number `x`. -/
theorem energy_isLeast (E : ℕ → ℝ) (hE : ∀ N, 1 ≤ N → affinity E N ≤ ionization E N)
    (M : ℕ) (x : ℝ) (h0 : 0 ≤ x) (hM : x < M) :
    IsLeast {e : ℝ | ∃ p : ℕ → ℝ, (∀ k, 0 ≤ p k) ∧ ∑ k ∈ range (M + 1), p k = 1 ∧
      ∑ k ∈ range (M + 1), p k * (k : ℝ) = x ∧ e = ∑ k ∈ range (M + 1), p k * E k}
      (energy E x) := by
  unfold energy
  have hn : ⌊x⌋₊ < M := (Nat.floor_lt h0).2 hM
  have ha : (⌊x⌋₊ : ℝ) ≤ x := Nat.floor_le h0
  have hb : x < (⌊x⌋₊ : ℝ) + 1 := Nat.lt_floor_add_one x
  generalize ⌊x⌋₊ = n at hn ha hb ⊢
  constructor
  · -- mix the two adjacent integers
    have key : ∀ g : ℕ → ℝ, ∑ k ∈ range (M + 1),
        ((if k = n then 1 - (x - n) else 0) + (if k = n + 1 then x - n else 0)) * g k =
        (1 - (x - n)) * g n + (x - n) * g (n + 1) := by
      intro g
      simp only [add_mul, ite_mul, zero_mul, sum_add_distrib, sum_ite_eq', mem_range]
      rw [if_pos (by omega : n < M + 1), if_pos (by omega : n + 1 < M + 1)]
    refine ⟨fun k => (if k = n then 1 - (x - n) else 0) + (if k = n + 1 then x - n else 0),
      fun k => ?_, ?_, ?_, ?_⟩
    · apply add_nonneg <;> split_ifs <;> linarith
    · have h := key (fun _ => 1)
      simp only [mul_one] at h
      rw [h]
      ring
    · rw [key (fun k => (k : ℝ))]
      push_cast
      ring
    · rw [key E]
      ring
  · rintro e ⟨p, hp, hp1, hpx, rfl⟩
    -- average the supporting line over the mixture
    have hline : ∑ k ∈ range (M + 1), p k * (E n + ((k : ℝ) - n) * (E (n + 1) - E n)) =
        E n + (x - n) * (E (n + 1) - E n) := by
      have hk : ∀ k ∈ range (M + 1), p k * (E n + ((k : ℝ) - n) * (E (n + 1) - E n)) =
          p k * (E n - n * (E (n + 1) - E n)) + p k * (k : ℝ) * (E (n + 1) - E n) :=
        fun k _ => by ring
      rw [sum_congr rfl hk, sum_add_distrib, ← sum_mul, ← sum_mul, hp1, hpx]
      ring
    rw [← hline]
    exact sum_le_sum fun k _ => mul_le_mul_of_nonneg_left (supporting_line E hE n k) (hp k)

end

end FractionalParticleNumber
```

`IsLeast` says that $\mathcal E(x)$ belongs to the set of attainable average energies and is a lower bound for it. The first half of the proof supplies the two-integer mixture; its auxiliary statement `key` evaluates the average of any function `g` over that mixture, and is used for the normalisation, the mean and the energy. The second half averages the supporting line in `hline` and compares the sums term by term. The condition $x < M$ ensures that $n+1 \le M$, so both integers are available.

Convexity is required of the whole sequence, also beyond $M$. For a finite lattice whose energies are convex up to its maximum particle number, continuing the sequence with the last slope satisfies this.

The minimum over mixtures could also have served as the definition of the energy at fractional particle number. For convex energies it gives the same function on $0 \le x < M$. If $A > I$ at some $N$ with $1 \le N < M$, the function changes, and so can the answer about the derivative. For the single site with $U < 0$ and $M = 2$, the best mixture with mean 1 contains zero and two electrons in equal parts and has energy $\varepsilon + U/2$, below $E_1 = \varepsilon$. The minimum is then a single straight line from $E_0$ to $E_2$, which is differentiable at one electron although $I \ne A$. With the interpolation as the definition, the equivalence between differentiability and $I = A$ needs no convexity.

```lean
#print axioms FractionalParticleNumber.differentiableAt_iff
-- 'FractionalParticleNumber.differentiableAt_iff' depends on axioms: [propext, Classical.choice, Quot.sound]
#print axioms FractionalParticleNumber.symmetric_quotient
-- 'FractionalParticleNumber.symmetric_quotient' depends on axioms: [propext, Classical.choice, Quot.sound]
#print axioms FractionalParticleNumber.energy_isLeast
-- 'FractionalParticleNumber.energy_isLeast' depends on axioms: [propext, Classical.choice, Quot.sound]
```
